# A geometric-series bound for a Gaussian summed over a half-infinite chain

Take an unnormalised Gaussian weight exp(−cn²) on the sites n = 1, 2, 3, … of a half-infinite chain with unit spacing, where c is a positive real number. The declaration `gaussianSum_bound` states that the sum of these weights converges and is at most exp(−c)/(1 − exp(−c)). In Lean the index starts at zero, so site n + 1 carries the weight exp(−c(n + 1)²). The attempt uses the fact that the square of a site number is at least the site number, which puts each weight below the matching term of a geometric series with ratio exp(−c). Comparison with that series is then to give both the convergence and the bound.

As first written in Lean, the proof fails:

```lean
import Mathlib

open Real

namespace GaussianSumBound

noncomputable section

/-- The sum of the Gaussian `exp (-c n ^ 2)` over the sites `n = 1, 2, 3, ...`. -/
def gaussianSum (c : ℝ) : ℝ := ∑' n : ℕ, Real.exp (-c * ((n : ℝ) + 1) ^ 2)

/-- For `c > 0` the one-sided Gaussian sum converges and is at most the geometric series
`exp (-c) / (1 - exp (-c))`. -/
theorem gaussianSum_bound {c : ℝ} (hc : 0 < c) :
    Summable (fun n : ℕ => Real.exp (-c * ((n : ℝ) + 1) ^ 2)) ∧
      gaussianSum c ≤ Real.exp (-c) / (1 - Real.exp (-c)) := by
  have hr : Real.exp (-c) < 1 := Real.exp_lt_one (by linarith)
  have hg := (hasSum_geometric_of_lt_one (Real.exp_pos (-c)).le hr).mul_left (Real.exp (-c))
  -- the square of a site number is at least the site number
  have hle : ∀ n : ℕ, Real.exp (-c * ((n : ℝ) + 1) ^ 2) ≤
      Real.exp (-c) * Real.exp (-c) ^ n := by
    intro n
    rw [← Real.exp_nat_mul, ← Real.exp_add]
    apply Real.exp_le_exp.mpr
    have hn : (0 : ℝ) ≤ n := Nat.cast_nonneg n
    nlinarith [mul_nonneg hc.le (mul_nonneg hn (add_nonneg hn zero_le_one))]
  have hs := Summable.of_nonneg_of_le (fun n => (Real.exp_pos _).le) hle hg.summable
  have h := Summable.tsum_le_tsum hle hs hg.summable
  rw [hg.tsum_eq, ← div_eq_mul_inv] at h
  exact ⟨hs, h⟩

end

end GaussianSumBound
```

Messages:

```
Main.lean:17:33: error(lean.unknownIdentifier): Unknown constant `Real.exp_lt_one`
```

What went wrong. The message says that Lean knows no constant called `Real.exp_lt_one`. The proof calls on that name for `hr`, the fact that exp(−c) < 1, which the geometric series needs in order to converge. The inequality itself is true for c > 0, and the fault is only in the name of the lemma cited for it.

The repair cites `Real.exp_lt_one_iff` instead, which says that the exponential of a real number is below one exactly when the number is negative. Since this is an equivalence, `.mpr` is added to take it from right to left, from −c < 0 to exp(−c) < 1. The remaining goal −c < 0 is proved by `linarith` from the hypothesis `hc`, that c is positive. Nothing else in the proof changes.

Fix (accepted with no message):

```diff
@@ -15,5 +15,5 @@
     Summable (fun n : ℕ => Real.exp (-c * ((n : ℝ) + 1) ^ 2)) ∧
       gaussianSum c ≤ Real.exp (-c) / (1 - Real.exp (-c)) := by
-  have hr : Real.exp (-c) < 1 := Real.exp_lt_one (by linarith)
+  have hr : Real.exp (-c) < 1 := Real.exp_lt_one_iff.mpr (by linarith)
   have hg := (hasSum_geometric_of_lt_one (Real.exp_pos (-c)).le hr).mul_left (Real.exp (-c))
   -- the square of a site number is at least the site number
```
